# Cumulant magnitudes return to one on a commensurate frequency mesh, while a gapped integrable boson continuum settles at exp(−∫b/w²)

When a cumulant Green's function is computed on an evenly spaced frequency mesh and then Fourier transformed into a spectrum with satellites, two of the numbers to choose are the spacing of the mesh that represents the boson density and the longest time to which the cumulant is propagated. The two choices are linked. If every angular frequency of the mesh is a positive integer multiple of a spacing d > 0, the magnitude of the cumulant factor exp C(t), where C is the cumulant, is back at its initial value 1 at time 2π/d, and again at every multiple of it. A continuous density has a different late-time behaviour, and a time signal that runs past 2π/d contains a recurrence that belongs to the mesh.

For GW-plus-cumulant calculations of satellites this gives a check on the time window, within a model that has real line strengths, finitely many mesh lines and a boson continuum confined to a bounded window above zero frequency.

```lean
import Mathlib

open Filter Topology MeasureTheory Set
open scoped Real

namespace CumulantRevivals

noncomputable section
```

## Lines, mesh and continuum

Take ħ = 1, so that w is both a boson energy and an angular frequency. A single boson line of strength b and frequency w ≠ 0 contributes to the cumulant at time t

C_line(t) = b (e^(−iwt) − 1) / w².

The term e^(−iwt) describes the emission of a boson, and the −1 makes the contribution vanish at t = 0. Thermal absorption, which would add terms in e^(+iwt), is left out. Many formulas for the cumulant also carry a term linear in t, namely ibt/w. For real b it is purely imaginary, so it shifts energies and leaves the magnitude alone. In `lineCumulant` the strength, frequency and time are real numbers and the value is complex.

```lean
/-- Contribution to the cumulant at time `t` of one boson line of strength `b` and
frequency `w`, for `w ≠ 0`. -/
def lineCumulant (b w t : ℝ) : ℂ :=
  (b : ℂ) * (Complex.exp (-(Complex.I * w * t)) - 1) / (w : ℂ) ^ 2
```

A mesh replaces the boson spectrum by finitely many lines, labelled by j in a finite index type `ι`:

C_mesh(t) = Σ_j b_j (e^(−i w_j t) − 1) / w_j².

Here b_j is the strength of a whole line. In the simplest quadrature it would be the density at w_j times the width of the mesh cell.

```lean
/-- Cumulant of finitely many boson lines with strengths `b j` and nonzero frequencies `w j`. -/
def meshCumulant {ι : Type*} [Fintype ι] (b w : ι → ℝ) (t : ℝ) : ℂ :=
  ∑ j, lineCumulant (b j) (w j) t
```

For a continuous spectrum, b(w) is a density on the window from l to u. In a GW-plus-cumulant calculation it is taken from the imaginary part of the GW self-energy. The sum becomes an integral:

C_cont(t) = ∫_l^u b(w) (e^(−iwt) − 1) / w² dw.

The condition l > 0, which enters as a hypothesis of the theorems below, stands for a boson spectrum with a gap, or for one whose low-frequency part has been cut off. A density that stays above a positive constant down to w = 0 would make the integral of b/w² diverge.

```lean
/-- Cumulant of a continuous boson density `b` on the frequency window `[l, u]`, for `l > 0`. -/
def continuumCumulant (b : ℝ → ℝ) (l u t : ℝ) : ℂ :=
  ∫ w in Icc l u, lineCumulant (b w) w t
```

The constant part of this integral is −S, where S is called the satellite weight here:

S = ∫_l^u b(w) / w² dw.

For b ≥ 0, the number exp(−S) is the share of the spectral weight left in the line without bosons. All satellites together carry the share 1 − exp(−S), and S itself is the weight of the one-boson satellite relative to the line without bosons.

```lean
/-- Satellite weight: the integral of `b(w) / w²` over the window `[l, u]`, for `l > 0`. -/
def satelliteWeight (b : ℝ → ℝ) (l u : ℝ) : ℝ :=
  ∫ w in Icc l u, b w / w ^ 2
```

## The magnitude measures dephasing

Expanding the bracket separates an oscillating part from a constant one:

C_line(t) = (b/w²) e^(−iwt) − b/w².

The Lean statement writes the exponent as the real phase −wt times i, the shape in which real parts can be read off. The proof rewrites the exponent and leaves the rest to algebra.

```lean
/-- The contribution of a line splits into an oscillating part and a constant part. -/
theorem lineCumulant_eq (b w t : ℝ) :
    lineCumulant b w t =
      ((b / w ^ 2 : ℝ) : ℂ) * Complex.exp (((-(w * t) : ℝ) : ℂ) * Complex.I)
        - ((b / w ^ 2 : ℝ) : ℂ) := by
  have h : -(Complex.I * w * t) = ((-(w * t) : ℝ) : ℂ) * Complex.I := by
    push_cast
    ring
  rw [lineCumulant, h]
  push_cast
  ring
```

For any complex z, |e^z| = e^(Re z), and the real part of e^(−iwt) is cos(wt). Therefore

Re C_mesh(t) = −Σ_j (b_j/w_j²)(1 − cos(w_j t)),

|exp C_mesh(t)| = exp(−Σ_j (b_j/w_j²)(1 − cos(w_j t))).

In `norm_exp_mesh`, `Complex.norm_exp` supplies the first fact, the real part is moved inside the sum, and the terms are compared one by one.

```lean
/-- The magnitude of the cumulant factor of a mesh is governed by the dephasing
`1 - cos (w t)` of its lines. -/
theorem norm_exp_mesh {ι : Type*} [Fintype ι] (b w : ι → ℝ) (t : ℝ) :
    ‖Complex.exp (meshCumulant b w t)‖ =
      Real.exp (-(∑ j, b j / w j ^ 2 * (1 - Real.cos (w j * t)))) := by
  rw [Complex.norm_exp, meshCumulant, Complex.re_sum, ← Finset.sum_neg_distrib]
  congr 1
  refine Finset.sum_congr rfl fun j _ => ?_
  rw [lineCumulant_eq, Complex.sub_re, Complex.re_ofReal_mul, Complex.exp_ofReal_mul_I_re,
    Complex.ofReal_re, Real.cos_neg]
  ring
```

The smallest case with any bosons is a single line with b > 0 and w > 0. Its magnitude is exp(−(b/w²)(1 − cos(wt))), which swings between 1 and exp(−2b/w²) with period 2π/w and never settles. With several lines the question is when all these swings are at their top together.

Suppose that b_j ≥ 0 and w_j > 0 for all j. The magnitude is 1 exactly when the exponent vanishes:

Σ_j (b_j/w_j²)(1 − cos(w_j t)) = 0.

No term is negative, so each must be zero. Where b_j > 0 this forces cos(w_j t) = 1, hence w_j t = 2πn, or

t = 2πn/w_j for some integer n, which may differ from line to line.

Conversely, if this holds for every line of positive strength, those terms vanish, and lines of zero strength contribute nothing anyway. The proof of `revival_iff` has the same two directions. `Finset.sum_eq_zero_iff_of_nonneg` splits the vanishing sum into vanishing terms, and `Real.cos_eq_one_iff` turns cos = 1 into an integer multiple of 2π.

The forward direction fails if strengths of both signs are allowed: two lines of equal frequency with strengths +1 and −1 cancel, and the magnitude is 1 at all times.

```lean
/-- For nonnegative strengths and positive frequencies, the magnitude equals one exactly when
`t` is an integer multiple of the period of every line of positive strength. -/
theorem revival_iff {ι : Type*} [Fintype ι] (b w : ι → ℝ) (t : ℝ)
    (hb : ∀ j, 0 ≤ b j) (hw : ∀ j, 0 < w j) :
    ‖Complex.exp (meshCumulant b w t)‖ = 1 ↔
      ∀ j, 0 < b j → ∃ n : ℤ, t = 2 * π * n / w j := by
  -- a sum of nonnegative dephasings vanishes only if each of them does
  rw [norm_exp_mesh, Real.exp_eq_one_iff, neg_eq_zero,
    Finset.sum_eq_zero_iff_of_nonneg (fun j _ => mul_nonneg
      (div_nonneg (hb j) (sq_nonneg _)) (sub_nonneg.2 (Real.cos_le_one _)))]
  constructor
  · intro h j hj
    have h1 := h j (Finset.mem_univ j)
    have h2 : b j / w j ^ 2 ≠ 0 := (div_pos hj (pow_pos (hw j) 2)).ne'
    have h3 : Real.cos (w j * t) = 1 := by
      linarith [(mul_eq_zero.1 h1).resolve_left h2]
    obtain ⟨n, hn⟩ := (Real.cos_eq_one_iff _).1 h3
    exact ⟨n, by rw [eq_div_iff (hw j).ne']; linarith⟩
  · intro h j _
    rcases (hb j).eq_or_lt with h0 | h0
    · rw [← h0]
      simp
    · obtain ⟨n, hn⟩ := h j h0
      rw [eq_div_iff (hw j).ne'] at hn
      have h3 : Real.cos (w j * t) = 1 :=
        (Real.cos_eq_one_iff _).2 ⟨n, by linarith⟩
      rw [h3, sub_self, mul_zero]
```

## Revivals at multiples of 2π/d

Now let w_j = m_j d with positive integers m_j and d > 0. At the times t_n = 2πn/d,

w_j t_n = m_j d · 2πn/d = 2π m_j n,

so every cosine equals 1, every term of the sum is zero, and |exp C_mesh(t_n)| = 1. The signs of the b_j play no part. The times t_n grow without bound, so the revivals recur for ever. A smaller d postpones them but does not remove them.

In `mesh_revivals` the multiples m_j have type `ℕ+`, the positive integers. The first half holds for every integer n, and the second states the growth of t_n for natural n. The integer given to `Real.cos_eq_one_iff` is the product m_j n. The theorem doesn't say that 2π/d is the first revival: if all m_j are even, there is already one at π/d. Nor is d always the step of the mesh. An evenly spaced mesh that starts half a step from zero, w_j = (j + 1/2)h with j = 0, 1, 2, …, is covered with d = h/2. Its revival is then at 4π/h, while at 2π/h every cosine equals −1.

```lean
/-- If all frequencies are positive integer multiples of a spacing `d > 0`, the magnitude is one
at every integer multiple of `2π/d`, and these times grow without bound. -/
theorem mesh_revivals {ι : Type*} [Fintype ι] (b : ι → ℝ) (m : ι → ℕ+) {d : ℝ} (hd : 0 < d) :
    (∀ n : ℤ, ‖Complex.exp
      (meshCumulant b (fun j => ((m j : ℕ) : ℝ) * d) (2 * π * n / d))‖ = 1) ∧
    Tendsto (fun n : ℕ => 2 * π * (n : ℝ) / d) atTop atTop := by
  constructor
  · intro n
    have hT : d * (2 * π * n / d) = 2 * π * n := by field_simp
    rw [norm_exp_mesh, Real.exp_eq_one_iff, neg_eq_zero]
    refine Finset.sum_eq_zero fun j _ => ?_
    have hc : Real.cos (((m j : ℕ) : ℝ) * d * (2 * π * n / d)) = 1 := by
      refine (Real.cos_eq_one_iff _).2 ⟨((m j : ℕ) : ℤ) * n, ?_⟩
      push_cast
      linear_combination (-((m j : ℕ) : ℝ)) * hT
    rw [hc, sub_self, mul_zero]
  · exact (tendsto_natCast_atTop_atTop.const_mul_atTop Real.two_pi_pos).atTop_div_const hd
```

## The continuum loses its phase

For the continuum, the oscillating and constant parts are to be integrated separately, which requires b/w² to be integrable. On the window, l > 0 gives

0 < 1/w² ≤ 1/l²,

so b/w² is an integrable function times a bounded continuous one. The Lean proof uses the continuity of 1/w² on the compact interval.

```lean
/-- An integrable density on a window with `l > 0` has an integrable `b(w) / w²`. -/
theorem integrable_weight {b : ℝ → ℝ} {l u : ℝ} (hl : 0 < l)
    (hb : IntegrableOn b (Icc l u)) : IntegrableOn (fun w => b w / w ^ 2) (Icc l u) := by
  have hc : ContinuousOn (fun w : ℝ => (w ^ 2)⁻¹) (Icc l u) :=
    ContinuousOn.inv₀ (continuous_pow 2).continuousOn
      fun w hw => pow_ne_zero 2 (hl.trans_le hw.1).ne'
  simp only [div_eq_mul_inv]
  exact hb.mul_continuousOn hc isCompact_Icc
```

The oscillating part is handled by the Riemann–Lebesgue lemma: for g integrable on the window,

∫_l^u g(w) e^(−iwt) dw → 0 as t → ∞.

Neighbouring frequencies drift out of phase, and their contributions cancel ever more completely. The lack of a common period would not be enough for this: finitely many incommensurate lines have none either, yet they return arbitrarily close to phase. Mathlib states the lemma for the kernel e^(−2πiws) on the whole line. The proof therefore sets s = t/(2π) and extends g by zero outside the window. `oscillation_decays` has no integrability hypothesis because Lean assigns the value 0 to the integral of a non-integrable function; below it is applied to an integrable g.

```lean
/-- For `g` integrable on `[l, u]`, the integral of `g(w) e^(-iwt)` over the window tends to zero as
`t → ∞`. For non-integrable `g` the statement holds only because Lean sets the integral to 0. -/
theorem oscillation_decays (g : ℝ → ℝ) (l u : ℝ) :
    Tendsto (fun t : ℝ => ∫ w in Icc l u,
      (g w : ℂ) * Complex.exp (((-(w * t) : ℝ) : ℂ) * Complex.I)) atTop (𝓝 0) := by
  -- Riemann-Lebesgue lemma, with time measured in units of 2π
  have hs : Tendsto (fun t : ℝ => t / (2 * π)) atTop (cocompact ℝ) :=
    (tendsto_id.atTop_div_const Real.two_pi_pos).mono_right atTop_le_cocompact
  have h := (Real.tendsto_integral_exp_smul_cocompact
    ((Icc l u).indicator fun w => (g w : ℂ))).comp hs
  refine h.congr fun t => ?_
  rw [← integral_indicator measurableSet_Icc]
  refine integral_congr_ae (Eventually.of_forall fun w => ?_)
  by_cases hw : w ∈ Icc l u
  · have e : 2 * π * (-(w * (t / (2 * π)))) = -(w * t) := by field_simp
    simp only [Set.indicator_of_mem hw, Circle.smul_def, Real.fourierChar_apply, smul_eq_mul]
    rw [e]
    exact mul_comm _ _
  · simp [hw]
```

With g = b/w² the two parts give

C_cont(t) = ∫_l^u (b(w)/w²) e^(−iwt) dw − S → −S,

and since z ↦ |e^z| is continuous,

|exp C_cont(t)| → exp(−S).

In `continuum_limit` the step `hC` is the separation into two integrals, `hlim` is the limit of the cumulant, and the last lines carry it through the exponential. The density may have either sign here.

```lean
/-- For an integrable density on `[l, u]` with `l > 0`, the magnitude of the cumulant factor
tends to `exp (-∫ b/w²)` at late times. -/
theorem continuum_limit {b : ℝ → ℝ} {l u : ℝ} (hl : 0 < l) (hb : IntegrableOn b (Icc l u)) :
    Tendsto (fun t => ‖Complex.exp (continuumCumulant b l u t)‖) atTop
      (𝓝 (Real.exp (-satelliteWeight b l u))) := by
  have hg : IntegrableOn (fun w : ℝ => ((b w / w ^ 2 : ℝ) : ℂ)) (Icc l u) :=
    Integrable.ofReal (integrable_weight hl hb)
  -- separate the oscillating part from the constant satellite weight
  have hC : ∀ t, (∫ w in Icc l u, ((b w / w ^ 2 : ℝ) : ℂ) *
      Complex.exp (((-(w * t) : ℝ) : ℂ) * Complex.I)) - (satelliteWeight b l u : ℂ)
        = continuumCumulant b l u t := by
    intro t
    have hI : IntegrableOn (fun w : ℝ => ((b w / w ^ 2 : ℝ) : ℂ) *
        Complex.exp (((-(w * t) : ℝ) : ℂ) * Complex.I)) (Icc l u) :=
      hg.mul_continuousOn (Continuous.continuousOn (by fun_prop)) isCompact_Icc
    simp only [continuumCumulant, lineCumulant_eq]
    rw [integral_sub hI hg, integral_complex_ofReal, satelliteWeight]
  have hlim := ((oscillation_decays (fun w => b w / w ^ 2) l u).sub_const
    (satelliteWeight b l u : ℂ)).congr hC
  rw [zero_sub] at hlim
  have h := (Complex.continuous_exp.norm.tendsto (-(satelliteWeight b l u : ℂ))).comp hlim
  rw [Complex.norm_exp, Complex.neg_re, Complex.ofReal_re] at h
  exact h
```

The limit differs from 1 only if S ≠ 0. Let b ≥ 0 on the window, with positive total strength ∫b. Because w ≤ u, we have 1/w² ≥ 1/u², and so

S ≥ (1/u²) ∫_l^u b(w) dw > 0.

The `calc` block is this chain of inequalities. The remaining case, u < l, is an empty window, whose total strength is zero, contrary to the hypothesis.

```lean
/-- A nonnegative integrable density of positive total strength on `[l, u]`, `l > 0`, has a
positive satellite weight. -/
theorem satelliteWeight_pos {b : ℝ → ℝ} {l u : ℝ} (hl : 0 < l) (hb : IntegrableOn b (Icc l u))
    (h0 : ∀ w ∈ Icc l u, 0 ≤ b w) (hpos : 0 < ∫ w in Icc l u, b w) :
    0 < satelliteWeight b l u := by
  rcases le_or_gt l u with hlu | hlu
  · have hu : 0 < u := hl.trans_le hlu
    -- on the window, 1/w² is at least 1/u²
    calc 0 < (∫ w in Icc l u, b w) / u ^ 2 := div_pos hpos (pow_pos hu 2)
      _ = ∫ w in Icc l u, b w / u ^ 2 := (integral_div _ _).symm
      _ ≤ satelliteWeight b l u :=
        setIntegral_mono_on (hb.div_const _) (integrable_weight hl hb) measurableSet_Icc
          fun w hw => div_le_div_of_nonneg_left (h0 w hw) (pow_pos (hl.trans_le hw.1) 2)
            (pow_le_pow_left₀ (hl.trans_le hw.1).le hw.2 2)
  · rw [Set.Icc_eq_empty (not_le_of_gt hlu)] at hpos
    simp at hpos
```

## The gap between mesh and continuum

At the revival times the mesh magnitude is exactly 1, so the difference between the two magnitudes is

|exp C_mesh(t_n)| − |exp C_cont(t_n)| = 1 − |exp C_cont(t_n)| → 1 − exp(−S) > 0.

The theorem `false_revivals` states both the limit and its positivity. Its hypotheses are a spacing d > 0, mesh frequencies m_j d, and a nonnegative integrable density of positive total strength on [l, u] with l > 0. The mesh strengths, called `c` in the code, are arbitrary real numbers and need not come from b. No choice of quadrature weights on such a mesh can therefore close the gap. The proof evaluates the continuum limit along the times t_n, puts in the value 1 for the mesh, and obtains the positivity from S > 0.

```lean
/-- False revivals: let a mesh have frequencies that are positive integer multiples of `d > 0`, and
let `b ≥ 0` be an integrable density of positive total strength on `[l, u]`, `l > 0`. Along the
times `2πn/d` with natural `n → ∞`, the mesh magnitude minus the continuum one tends to the positive
number `1 - exp (-∫ b/w²)`. -/
theorem false_revivals {ι : Type*} [Fintype ι] (c : ι → ℝ) (m : ι → ℕ+) {d : ℝ} (hd : 0 < d)
    {b : ℝ → ℝ} {l u : ℝ} (hl : 0 < l) (hb : IntegrableOn b (Icc l u))
    (h0 : ∀ w ∈ Icc l u, 0 ≤ b w) (hpos : 0 < ∫ w in Icc l u, b w) :
    Tendsto (fun n : ℕ =>
      ‖Complex.exp (meshCumulant c (fun j => ((m j : ℕ) : ℝ) * d) (2 * π * (n : ℝ) / d))‖
        - ‖Complex.exp (continuumCumulant b l u (2 * π * (n : ℝ) / d))‖) atTop
      (𝓝 (1 - Real.exp (-satelliteWeight b l u))) ∧
    0 < 1 - Real.exp (-satelliteWeight b l u) := by
  obtain ⟨hrev, htime⟩ := mesh_revivals c m hd
  constructor
  · refine (((continuum_limit hl hb).comp htime).const_sub 1).congr fun n => ?_
    have h := hrev (n : ℤ)
    rw [Int.cast_natCast] at h
    rw [h]
    rfl
  · have hS := satelliteWeight_pos hl hb h0 hpos
    exact sub_pos.2 (Real.exp_lt_one_iff.2 (neg_lt_zero.2 hS))

end

end CumulantRevivals
```

The comparison concerns late times of the sequence t_n. It gives no rate of approach, so it doesn't say how large the gap is at the first revival, and it gives no error estimate for the mesh at times before 2π/d. Stopping the propagation just before 2π/d does not keep the false return out. Since cos(w_j(2π/d − t)) = cos(w_j t), the mesh magnitude between π/d and 2π/d runs through its earlier values in reverse order. Whether the mesh is accurate up to π/d has to be tested separately, for example by repeating the calculation with a smaller d. Meshes whose frequencies share no common spacing fall under `revival_iff` when their frequencies are positive and their strengths nonnegative, but not under the comparison with the continuum.

```lean
#print axioms CumulantRevivals.revival_iff
#print axioms CumulantRevivals.false_revivals
```

```
'CumulantRevivals.revival_iff' depends on axioms: [propext, Classical.choice, Quot.sound]
'CumulantRevivals.false_revivals' depends on axioms: [propext, Classical.choice, Quot.sound]
```
